# At equal σ parameter, the σ-only angular overlap model gives a tetrahedral d splitting of −4/9 times the octahedral one

Take the d splitting as the energy of x²−y² minus that of xy, with octahedral ligands on the coordinate axes and tetrahedral ligands towards alternate corners of a cube whose edges are parallel to these axes. Scaling the octahedral splitting by the number of ligands, four instead of six, then gives a tetrahedral splitting of the wrong size and the wrong sign. In the σ-only angular overlap model with one common ligand parameter, the factor is −4/9, and it relates the full 5 × 5 Hamiltonians once each is measured from its mean energy.

In Lean 4 with Mathlib:

```lean
import Mathlib

open Matrix

namespace AngularOverlap

noncomputable section

/-- The real d functions z², x²-y², xy, xz, yz (in this order) at the point `u`,
scaled so that their squares sum to one on the unit sphere. -/
def dOrb (u : Fin 3 → ℝ) : Fin 5 → ℝ :=
  ![(2 * u 2 ^ 2 - u 0 ^ 2 - u 1 ^ 2) / 2, √3 / 2 * (u 0 ^ 2 - u 1 ^ 2),
    √3 * (u 0 * u 1), √3 * (u 0 * u 2), √3 * (u 1 * u 2)]

/-- The angular overlap matrix: the sum of `f(n) f(n)ᵀ` over the ligand directions `n`. -/
def overlap {ι : Type*} [Fintype ι] (n : ι → Fin 3 → ℝ) : Matrix (Fin 5) (Fin 5) ℝ :=
  ∑ k, vecMulVec (dOrb (n k)) (dOrb (n k))

/-- The d-shell Hamiltonian for identical ligands with σ-interaction parameter `e`. -/
def hamiltonian {ι : Type*} [Fintype ι] (e : ℝ) (n : ι → Fin 3 → ℝ) :
    Matrix (Fin 5) (Fin 5) ℝ :=
  e • overlap n

/-- Six ligand directions along the positive and negative coordinate axes. -/
def octahedron : Fin 6 → Fin 3 → ℝ :=
  ![![1, 0, 0], ![-1, 0, 0], ![0, 1, 0], ![0, -1, 0], ![0, 0, 1], ![0, 0, -1]]

/-- Four alternate corners of the cube with edge two centred at the metal. -/
def corner : Fin 4 → Fin 3 → ℝ :=
  ![![1, 1, 1], ![1, -1, -1], ![-1, 1, -1], ![-1, -1, 1]]

/-- Four ligand directions towards alternate corners of a cube, scaled by `1/√3`. -/
def tetrahedron (k : Fin 4) : Fin 3 → ℝ := (√3)⁻¹ • corner k

/-- The diagonal energy of x²-y² minus that of xy. -/
def splitting (H : Matrix (Fin 5) (Fin 5) ℝ) : ℝ := H 1 1 - H 2 2

/-- The Hamiltonian measured from its barycentre, the mean of the five diagonal energies. -/
def barycentred (H : Matrix (Fin 5) (Fin 5) ℝ) : Matrix (Fin 5) (Fin 5) ℝ :=
  H - (trace H / 5) • (1 : Matrix (Fin 5) (Fin 5) ℝ)

/-- Addition theorem for the d functions: the product `f(u)·f(v)` depends only on the
lengths of `u` and `v` and on their scalar product. -/
theorem dOrb_dotProduct (u v : Fin 3 → ℝ) :
    dOrb u ⬝ᵥ dOrb v = (3 * (u ⬝ᵥ v) ^ 2 - (u ⬝ᵥ u) * (v ⬝ᵥ v)) / 2 := by
  have h3 : √3 ^ 2 = (3 : ℝ) := Real.sq_sqrt (by norm_num)
  simp only [dOrb, dotProduct, Fin.sum_univ_five, Fin.sum_univ_three, Matrix.cons_val]
  linear_combination ((u 0 ^ 2 - u 1 ^ 2) * (v 0 ^ 2 - v 1 ^ 2) / 4
    + u 0 * u 1 * (v 0 * v 1) + u 0 * u 2 * (v 0 * v 2) + u 1 * u 2 * (v 1 * v 2)) * h3

/-- Sum rule: for ligand directions of unit length, the trace of the overlap matrix is
the number of ligands. -/
theorem trace_overlap {ι : Type*} [Fintype ι] (n : ι → Fin 3 → ℝ)
    (hn : ∀ k, n k ⬝ᵥ n k = 1) : trace (overlap n) = Fintype.card ι := by
  simp only [overlap, Matrix.trace_sum, Matrix.trace_vecMulVec, dOrb_dotProduct, hn]
  norm_num

/-- The d functions are homogeneous of degree two. -/
theorem dOrb_smul (c : ℝ) (u : Fin 3 → ℝ) : dOrb (c • u) = c ^ 2 • dOrb u := by
  ext i
  fin_cases i <;> simp [dOrb] <;> ring

/-- The four tetrahedral directions have unit length, and any two different ones
enclose an angle with cosine `-1/3`. -/
theorem tetrahedron_dotProduct (i j : Fin 4) :
    tetrahedron i ⬝ᵥ tetrahedron j = if i = j then 1 else -1 / 3 := by
  have h : (√3)⁻¹ * (√3)⁻¹ = (1 / 3 : ℝ) := by
    rw [← mul_inv, Real.mul_self_sqrt (by norm_num)]
    norm_num
  simp only [tetrahedron, smul_dotProduct, dotProduct_smul, smul_eq_mul, ← mul_assoc, h]
  fin_cases i <;> fin_cases j <;> norm_num [corner, dotProduct, Fin.sum_univ_succ]

/-- Octahedral ligands act on z² and x²-y² with weight 3 each, and not on xy, xz, yz. -/
theorem overlap_octahedron : overlap octahedron = diagonal ![3, 3, 0, 0, 0] := by
  have h3 : √3 ^ 2 = (3 : ℝ) := Real.sq_sqrt (by norm_num)
  ext i j
  have h0 : octahedron 0 = ![1, 0, 0] := rfl
  have h1 : octahedron 1 = ![-1, 0, 0] := rfl
  have h2 : octahedron 2 = ![0, 1, 0] := rfl
  have h3' : octahedron 3 = ![0, -1, 0] := rfl
  have h4 : octahedron 4 = ![0, 0, 1] := rfl
  have h5 : octahedron 5 = ![0, 0, -1] := rfl
  simp only [overlap, Matrix.sum_apply, Matrix.vecMulVec_apply, Fin.sum_univ_six,
    h0, h1, h2, h3', h4, h5, dOrb, Matrix.cons_val]
  fin_cases i <;> fin_cases j <;> simp [Matrix.diagonal] <;> nlinarith [h3]

/-- Tetrahedral ligands act on xy, xz and yz with weight 4/3 each, and not on z², x²-y². -/
theorem overlap_tetrahedron :
    overlap tetrahedron = diagonal ![0, 0, 4 / 3, 4 / 3, 4 / 3] := by
  have h3 : √3 ^ 2 = (3 : ℝ) := Real.sq_sqrt (by norm_num)
  -- homogeneity removes the normalisation of the directions
  have h : ∀ k, dOrb (tetrahedron k) = (1 / 3 : ℝ) • dOrb (corner k) := by
    intro k
    rw [tetrahedron, dOrb_smul, inv_pow, h3, one_div]
  ext i j
  have c0 : corner 0 = ![1, 1, 1] := rfl
  have c1 : corner 1 = ![1, -1, -1] := rfl
  have c2 : corner 2 = ![-1, 1, -1] := rfl
  have c3 : corner 3 = ![-1, -1, 1] := rfl
  simp only [overlap, Matrix.sum_apply, Matrix.vecMulVec_apply, Fin.sum_univ_four, h,
    Pi.smul_apply, smul_eq_mul]
  simp only [c0, c1, c2, c3, dOrb, Matrix.cons_val]
  fin_cases i <;> fin_cases j <;> simp [Matrix.diagonal] <;> nlinarith [h3]

/-- The splitting between x²-y² and xy is `3e` for the octahedron and `-(4/3)e` for the
tetrahedron. -/
theorem splitting_values (e : ℝ) :
    splitting (hamiltonian e octahedron) = 3 * e ∧
      splitting (hamiltonian e tetrahedron) = -(4 / 3) * e := by
  simp only [splitting, hamiltonian, overlap_octahedron, overlap_tetrahedron,
    Matrix.smul_apply, Matrix.diagonal_apply_eq, smul_eq_mul, Matrix.cons_val]
  exact ⟨by ring, by ring⟩

/-- With the same σ parameter, and measured from the barycentre, the tetrahedral
Hamiltonian is `-4/9` times the octahedral one. -/
theorem tetrahedral_eq_inverted_octahedral (e : ℝ) :
    barycentred (hamiltonian e tetrahedron) =
      (-(4 / 9) : ℝ) • barycentred (hamiltonian e octahedron) := by
  -- removing the barycentre commutes with scaling by `e`
  have hs : ∀ A : Matrix (Fin 5) (Fin 5) ℝ, barycentred (e • A) = e • barycentred A := by
    intro A
    simp only [barycentred, Matrix.trace_smul, smul_eq_mul, mul_div_assoc, smul_sub, smul_smul]
  have key : barycentred (overlap tetrahedron) =
      (-(4 / 9) : ℝ) • barycentred (overlap octahedron) := by
    simp only [barycentred, overlap_octahedron, overlap_tetrahedron, Matrix.trace_diagonal,
      Fin.sum_univ_five, Matrix.cons_val]
    ext i j
    fin_cases i <;> fin_cases j <;>
      simp [Matrix.diagonal] <;> norm_num
  rw [hamiltonian, hamiltonian, hs, hs, key, smul_comm]

/-- Eight cubic ligands, a tetrahedron together with its inverted image, act on xy, xz
and yz with weight 8/3 each, and not on z², x²-y². -/
theorem overlap_cube :
    overlap (Sum.elim tetrahedron (fun k => -tetrahedron k)) =
      diagonal ![0, 0, 8 / 3, 8 / 3, 8 / 3] := by
  -- d functions are even under inversion
  have hneg : ∀ u, dOrb (-u) = dOrb u := by
    intro u
    simpa using dOrb_smul (-1) u
  have hsum : overlap (Sum.elim tetrahedron (fun k => -tetrahedron k)) =
      overlap tetrahedron + overlap tetrahedron := by
    simp only [overlap, Fintype.sum_sum_type, Sum.elim_inl, Sum.elim_inr, hneg]
  rw [hsum, overlap_tetrahedron, Matrix.diagonal_add]
  congr 1
  ext i
  fin_cases i <;> simp <;> norm_num

end

end AngularOverlap
```

```lean
#print axioms AngularOverlap.tetrahedron_dotProduct
#print axioms AngularOverlap.splitting_values
#print axioms AngularOverlap.tetrahedral_eq_inverted_octahedral
#print axioms AngularOverlap.overlap_cube
```

```
'AngularOverlap.tetrahedron_dotProduct' depends on axioms: [propext, Classical.choice, Quot.sound]
'AngularOverlap.splitting_values' depends on axioms: [propext, Classical.choice, Quot.sound]
'AngularOverlap.tetrahedral_eq_inverted_octahedral' depends on axioms: [propext, Classical.choice, Quot.sound]
'AngularOverlap.overlap_cube' depends on axioms: [propext, Classical.choice, Quot.sound]
```

## Ligand directions, d functions and the parameter e

A ligand is represented by a vector u = (u₀, u₁, u₂) from the metal, with the components along x, y and z. The function `dOrb` sends it to five numbers f(u), in the order z², x²−y², xy, xz, yz:

f₀(u) = (2u₂² − u₀² − u₁²)/2

f₁(u) = (√3/2)(u₀² − u₁²)

f₂(u) = √3 u₀u₁

f₃(u) = √3 u₀u₂

f₄(u) = √3 u₁u₂

The scaling makes the five squares add up to one at every point of the unit sphere. This differs from normalising each orbital by integration over the sphere, but only by a factor common to all five.

A ligand on the z axis has σ overlap with z² alone, and indeed f(0, 0, 1) = (1, 0, 0, 0, 0). For a ligand in another unit direction n, the combination of d orbitals that points at it has the coefficients fᵢ(n). The ligand shifts this combination by an energy e and leaves the four orthogonal combinations alone. Its contribution to the Hamiltonian is therefore e f(n) f(n)ᵀ, and the contributions of several ligands add:

Hᵢⱼ = e Σₖ fᵢ(nₖ) fⱼ(nₖ)

In the file, `overlap` is the sum without e, and `hamiltonian` is the sum multiplied by e. The parameter e is postulated. It stands for the energy by which a d orbital pointing straight at one ligand is raised through σ bonding, and it absorbs the radial overlap and the energy gap between metal and ligand orbitals. The theorems allow any real e, including zero and negative values.

The octahedron has its six ligands on the coordinate axes. The tetrahedron uses alternate corners of a cube, divided by √3 to give unit vectors. `tetrahedron_dotProduct` confirms the geometry: each direction has length one, and two different directions have a scalar product of −1/3.

## What the theorems say about the two geometries

`overlap_octahedron` and `overlap_tetrahedron` give complete matrices, including the vanishing off-diagonal entries:

octahedron: diag(3, 3, 0, 0, 0)

tetrahedron: diag(0, 0, 4/3, 4/3, 4/3)

The five d orbitals are thus eigenvectors in both cases. Octahedral ligands raise z² and x²−y² by 3e each, while tetrahedral ligands raise xy, xz and yz by (4/3)e each.

The function `splitting` is defined for any 5 × 5 matrix as the diagonal entry for x²−y² minus that for xy. Because the two Hamiltonians are diagonal, it is here a true difference of levels. `splitting_values` states that it equals 3e for the octahedron and −(4/3)e for the tetrahedron, so for nonzero e the ratio is −4/9.

`tetrahedral_eq_inverted_octahedral` is stronger. The function `barycentred` subtracts the mean of the five diagonal energies from the diagonal, and after this subtraction the whole tetrahedral matrix is −4/9 times the octahedral one. The subtraction matters, since −4/9 times diag(3, 3, 0, 0, 0) has its nonzero entries in the wrong places.

The model has one electron in a d shell, ideal geometries and identical ligands. It leaves out π bonding, mixing with s and p orbitals, electron repulsion and spin–orbit coupling. The use of the same e in both geometries is an assumption; if bond lengths or ligands differ, e will in general differ too, and the ratio changes with it. Within this one-electron, σ-only model, the matrices serve as reference values for a program that builds ligand-field Hamiltonians from coordinates.

## The scalar product of two d vectors

The sum rule for the trace rests on an identity for arbitrary u and v:

f(u)·f(v) = (3(u·v)² − |u|²|v|²)/2

To derive it, start with the products of the first two components:

(1/4)(2u₂² − u₀² − u₁²)(2v₂² − v₀² − v₁²) + (3/4)(u₀² − u₁²)(v₀² − v₁²)

Each term uᵢ²vᵢ² has coefficient 1, and each term uᵢ²vⱼ² with i ≠ j has coefficient −1/2. The expression is therefore

(3/2) Σᵢ uᵢ²vᵢ² − (1/2)|u|²|v|²

The other three components contribute

3(u₀u₁v₀v₁ + u₀u₂v₀v₂ + u₁u₂v₁v₂) = (3/2)((u·v)² − Σᵢ uᵢ²vᵢ²)

In the total, the sums over uᵢ²vᵢ² cancel and the identity remains. It is the case l = 2 of the addition theorem for spherical harmonics, written with real functions.

The proof of `dOrb_dotProduct` expands the sums into coordinates. The only fact needed beyond polynomial algebra is (√3)² = 3, and `linear_combination` is told which polynomial multiplies that equation.

Setting v = u gives f(u)·f(u) = |u|⁴, which is 1 for a unit vector. The trace of f(n) f(n)ᵀ is f(n)·f(n), so each ligand at unit length adds one to the trace of the overlap matrix. This is `trace_overlap`: the trace equals the number of ligands, for any finite arrangement, including an empty one.

The hypothesis `hn`, that every direction has unit length, is needed. A single ligand vector (0, 0, 2) gives f = (4, 0, 0, 0, 0), and the trace is 16 instead of 1. The length of the vector does not describe a bond length in this model; the effect of distance belongs in e.

## Six ligands on the axes

Opposite ligands give the same d vector, because every component of f is quadratic:

f(±1, 0, 0) = (−1/2, √3/2, 0, 0, 0)

f(0, ±1, 0) = (−1/2, −√3/2, 0, 0, 0)

f(0, 0, ±1) = (1, 0, 0, 0, 0)

Summing the products over all six ligands gives

z² with z²: 2(1/4 + 1/4 + 1) = 3

x²−y² with x²−y²: 2(3/4 + 3/4 + 0) = 3

z² with x²−y²: 2(−√3/4 + √3/4 + 0) = 0

All entries that involve xy, xz or yz vanish, and the trace is 6, as the sum rule requires.

The proof of `overlap_octahedron` does the same calculation entry by entry. It inserts the six vectors, splits into the 25 pairs of indices with `fin_cases`, and settles what remains with (√3)² = 3.

## Four ligands at alternate cube corners

Let c = (c₀, c₁, c₂) be one of the four corners, with each component equal to ±1. All squares are equal, so f₀(c) = f₁(c) = 0. Scaling a vector by a number s multiplies f by s², which is the content of `dOrb_smul`. With s = 1/√3 this gives

f(c/√3) = f(c)/3 = (0, 0, c₀c₁, c₀c₂, c₁c₂)/√3

The signs of the last three components at the four corners, in the order of the file, are

k = 0: (+, +, +)

k = 1: (−, −, +)

k = 2: (−, +, −)

k = 3: (+, −, −)

Each diagonal entry for xy, xz and yz is a sum of four terms 1/3, hence 4/3. For an off-diagonal entry, two columns of signs are multiplied and added. Columns one and two give 1 + 1 − 1 − 1 = 0, columns one and three give 1 − 1 + 1 − 1 = 0, and columns two and three give 1 − 1 − 1 + 1 = 0. The trace is 4, again in agreement with the number of ligands.

The normalisation is where this calculation most readily goes astray. The unscaled corners give a weight of 12 for each of the three orbitals. The factor 1/3 belongs to f, and the overlap matrix contains f twice, so the correct weight is 12/9 = 4/3. Applying 1/3 only once would give 4, and a trace of 12 for four ligands would expose the error.

In `overlap_tetrahedron`, the step `h` uses homogeneity to replace each unit vector by its corner and a factor 1/3. The 25 entries are then checked as for the octahedron.

## The factor −4/9 for the whole matrix

The splittings are differences of diagonal entries:

octahedron: 3e − 0 = 3e

tetrahedron: 0 − (4/3)e = −(4/3)e

For the matrix relation, the mean energies are 6e/5 and 4e/5. Subtracting them gives

octahedron: e diag(9/5, 9/5, −6/5, −6/5, −6/5)

tetrahedron: e diag(−4/5, −4/5, 8/15, 8/15, 8/15)

Since −(4/9)(9/5) = −4/5 and −(4/9)(−6/5) = 8/15, the second matrix is −4/9 times the first.

The proof separates e from the geometry. The step `hs` shows that removing the barycentre commutes with multiplication by e, and `key` checks the relation for the two overlap matrices. The final rewriting puts e back, so no division by e occurs and the case e = 0 is included.

## Eight ligands at all corners of the cube

The four missing corners are the negatives of the four in use. Homogeneity with s = −1 gives f(−u) = f(u), so the second tetrahedron contributes the same overlap matrix as the first:

cube: diag(0, 0, 8/3, 8/3, 8/3)

This is `overlap_cube`, in which `Sum.elim` joins the two sets of four ligands into one set of eight. The step `hneg` is the evenness of f, and `hsum` splits the sum over eight ligands into two equal halves.
